# A forward-walking estimate can be exact at $t=0$ and still have its largest error ahead

## Two excited levels that cancel at the start

Take a Hamiltonian with three levels, $H=\mathrm{diag}(0,1,2)$, in units where the level spacing and $\hbar$ are 1. Its ground vector is $\varphi=(1,0,0)$. Let the trial vector be $\psi=(1,1,1)$, and let $A$ be a real symmetric observable with first row $(0,1,-1)$. The exact ground-state value of $A$ is $\langle\varphi,A\varphi\rangle=0$.

Forward walking aims to improve the mixed estimate of diffusion Monte Carlo by propagating the trial vector for an imaginary time $t$:

$$E(t)=\frac{\langle\varphi,A\,e^{-tH}\psi\rangle}{\langle\varphi,e^{-tH}\psi\rangle}.$$

Write $x=e^{-t}$. Propagation turns $\psi$ into $(1,x,x^2)$. The denominator is the first component, 1, and the numerator is the first row of $A$ applied to this vector, so

$$E(t)=x-x^2 .$$

At $t=0$ the contributions of the two excited levels cancel and the estimate is exact. The upper level then decays faster, the cancellation fails, and an error appears.

To follow the error, take times $a<b$ and set $x=e^{-a}$, $y=e^{-b}$, so that $x>y$. Then

$$(x-x^2)-(y-y^2)=(x-y)(1-x-y).$$

If $0\le a<b\le\ln 2$, then $y\ge\tfrac12$ and $x>\tfrac12$. The right side is negative, and the estimate rises strictly from $a$ to $b$. If $\ln 2\le a<b$, then $x\le\tfrac12$ and $y<\tfrac12$. The right side is positive, and the estimate falls strictly. Completing the square gives the height of the maximum:

$$x-x^2=\tfrac14-\left(x-\tfrac12\right)^2 .$$

For $t\ge0$ we have $0<x\le1$, so the estimate is nonnegative and equals its own absolute error. That error is at most $\tfrac14$, with equality only at $x=\tfrac12$, that is, at $t=\ln2$. As $t\to\infty$, $x\to0$ and the error vanishes.

The trial vector is unnormalised. The normalised one is $\psi/\sqrt3$, whose overlap with $\varphi$ is $1/\sqrt3$; the factor cancels in the quotient.

## Exact at chosen times and at no others

With $N$ levels $0,1,\dots,N-1$ and trial vector $(1,\dots,1)$, the same computation gives

$$E(t)=\sum_{i=0}^{N-1}A_{0i}\,x^i .$$

As $x\to0$ only $A_{00}=\langle\varphi,A\varphi\rangle$ survives, so the estimate always converges to the exact value. At finite times it is a polynomial in $x$ whose coefficients we may choose.

Let $S$ be a finite set of $|S|$ times, and let

$$p(x)=x\prod_{s\in S}(x-e^{-s}).$$

Its degree is $|S|+1$, so its coefficients fill the first row of a matrix on $|S|+2$ levels. Copying them into the first column and setting all other entries to zero makes the matrix symmetric. The constant coefficient is 0, so the exact value is 0. Since $e^{-t}>0$, the estimate $p(e^{-t})$ vanishes exactly when $e^{-t}=e^{-s}$ for some $s\in S$, which means $t\in S$.

For example, let $S=\{0,\ln2\}$. Then

$$p(x)=x(x-1)\left(x-\tfrac12\right)=\tfrac12x-\tfrac32x^2+x^3,$$

and the first row on four levels is $(0,\tfrac12,-\tfrac32,1)$. At $t=0$ the estimate is $\tfrac12-\tfrac32+1=0$. At $t=\ln2$ it is $\tfrac14-\tfrac38+\tfrac18=0$. At $t=\ln4$, where $x=\tfrac14$, it is $\tfrac18-\tfrac3{32}+\tfrac1{64}=\tfrac3{64}$. Two agreements have been followed by a new error.

For forward-walking practice, this finite, noise-free model shows that agreement with a reference value at finitely many projection times does not by itself establish convergence.

## The Hamiltonian, the vectors and the quotient in Lean

```lean
import Mathlib

open Matrix Filter Topology

namespace ForwardWalkingEarlyAgreement

noncomputable section
```

The Hamiltonian is a real diagonal matrix. Lean numbers the levels from 0, so the index of a level is also its energy.

```lean
/-- The Hamiltonian with `N` equally spaced levels `0, 1, ..., N - 1`, in its eigenbasis. -/
def ladder (N : ℕ) : Matrix (Fin N) (Fin N) ℝ :=
  Matrix.diagonal fun i => ((i : ℕ) : ℝ)
```

The ground vector has a 1 at index 0 and zeros elsewhere. The condition `NeZero N` says that there is at least one level.

```lean
/-- The ground vector `(1, 0, ..., 0)`. -/
def ground (N : ℕ) [NeZero N] : Fin N → ℝ := Pi.single 0 1
```

The trial vector has equal weight on every level.

```lean
/-- The trial vector `(1, 1, ..., 1)`. -/
def trial (N : ℕ) : Fin N → ℝ := fun _ => 1
```

The estimate is defined for any real matrices `H` and `A` and any two vectors. Here `⬝ᵥ` is the dot product, `*ᵥ` applies a matrix to a vector, and `NormedSpace.exp` is the true matrix exponential, with no time-step approximation. There is no sampling either: the definition describes the quantity that a simulation would estimate, without its statistical noise.

```lean
/-- The mixed estimate `⟨φ, A exp(-tH) ψ⟩ / ⟨φ, exp(-tH) ψ⟩` of an observable `A` at
imaginary time `t`, meant for a nonzero overlap `⟨φ, exp(-tH) ψ⟩`. -/
def mixedEstimate {N : ℕ} (H A : Matrix (Fin N) (Fin N) ℝ) (φ ψ : Fin N → ℝ) (t : ℝ) : ℝ :=
  (φ ⬝ᵥ A *ᵥ (NormedSpace.exp ((-t) • H) *ᵥ ψ)) / (φ ⬝ᵥ NormedSpace.exp ((-t) • H) *ᵥ ψ)
```

## From the matrix exponential to a polynomial

The first lemma is the propagation step, $\psi_i\mapsto x^i$. It writes $-tH$ as a diagonal matrix, and `Matrix.exp_diagonal` moves the exponential onto the diagonal. That diagonal is a function of the level, and `he` says that its exponential is taken level by level. Finally `Real.exp_nat_mul`, used from right to left, turns the power $(e^{-t})^i$ into $e^{-ti}$, and the two sides agree.

```lean
/-- Imaginary-time propagation under `ladder N` multiplies the component of the trial vector on
level `i` by `exp(-t) ^ i`. -/
theorem propagate_trial (N : ℕ) (t : ℝ) :
    NormedSpace.exp ((-t) • ladder N) *ᵥ trial N
      = fun i : Fin N => Real.exp (-t) ^ (i : ℕ) := by
  have h : (-t) • ladder N = Matrix.diagonal (fun i : Fin N => (-t) * ((i : ℕ) : ℝ)) := by
    ext i j
    by_cases hij : i = j
    · subst hij
      simp [ladder]
    · simp [ladder, hij]
  rw [h, Matrix.exp_diagonal]
  ext i
  -- evaluation at a level commutes with the exponential
  have he : NormedSpace.exp (fun j : Fin N => (-t) * ((j : ℕ) : ℝ)) i
      = NormedSpace.exp ((-t) * ((i : ℕ) : ℝ)) :=
    NormedSpace.map_exp (Pi.evalRingHom (fun _ : Fin N => ℝ) i) (continuous_apply i) _
  rw [Matrix.mulVec_diagonal, he, ← Real.exp_eq_exp_ℝ, ← Real.exp_nat_mul]
  simp [trial, mul_comm]
```

The exact value is the entry $A_{00}$, because the ground vector selects the first row and the first column.

```lean
/-- The ground-state expectation value of `A` is its first diagonal entry. -/
theorem ground_expectation {N : ℕ} [NeZero N] (A : Matrix (Fin N) (Fin N) ℝ) :
    ground N ⬝ᵥ A *ᵥ ground N = A 0 0 := by
  simp [ground, Matrix.mulVec, dotProduct, Pi.single_apply]
```

Substituting the propagated vector into the quotient gives the polynomial. The simplifier also finds that the denominator is $x^0=1$.

```lean
/-- For the levels `0, 1, ..., N - 1` and the trial vector `(1, ..., 1)` the mixed estimate is a
polynomial in `exp(-t)` whose coefficients are the first row of the observable. -/
theorem mixedEstimate_ladder {N : ℕ} [NeZero N] (A : Matrix (Fin N) (Fin N) ℝ) (t : ℝ) :
    mixedEstimate (ladder N) A (ground N) (trial N) t
      = ∑ i, A 0 i * Real.exp (-t) ^ (i : ℕ) := by
  unfold mixedEstimate
  rw [propagate_trial]
  simp [ground, Matrix.mulVec, dotProduct, Pi.single_apply]
```

Convergence follows from the continuity of this polynomial at 0, composed with $e^{-t}\to0$. The step `h0` evaluates the polynomial at 0, where every term with a positive power vanishes. The theorem covers every real matrix `A` and every number of levels from one upwards. It is stated for equal spacing and the uniform trial vector, although convergence itself does not require either.

```lean
/-- For equally spaced levels and the trial vector `(1, ..., 1)` the mixed estimate of any
observable tends to its ground-state expectation value at long imaginary time. -/
theorem mixedEstimate_tendsto {N : ℕ} [NeZero N] (A : Matrix (Fin N) (Fin N) ℝ) :
    Tendsto (mixedEstimate (ladder N) A (ground N) (trial N)) atTop
      (𝓝 (ground N ⬝ᵥ A *ᵥ ground N)) := by
  have hc : Continuous fun x : ℝ => ∑ i : Fin N, A 0 i * x ^ (i : ℕ) := by fun_prop
  have h := (hc.tendsto 0).comp Real.tendsto_exp_neg_atTop_nhds_zero
  -- only the constant term survives when the polynomial is evaluated at `0`
  have h0 : ∑ i : Fin N, A 0 i * (0 : ℝ) ^ (i : ℕ) = A 0 0 := by
    rw [Finset.sum_eq_single 0]
    · simp
    · intro i _ hi
      have hi' : (i : ℕ) ≠ 0 := fun h => hi (Fin.ext (by simpa using h))
      simp [hi']
    · simp
  rw [h0] at h
  rw [ground_expectation]
  exact h.congr fun t => (mixedEstimate_ladder A t).symm
```

## The rise to 1/4 and the decay

The observable enters through three hypotheses, `h0`, `h1` and `h2`, which fix its first row. Its other entries are free, and symmetry is not assumed, so the physical case of a symmetric $A$ is included.

```lean
/-- For levels `0, 1, 2`, trial vector `(1, 1, 1)` and an observable with first row `(0, 1, -1)` the
mixed estimate is `exp(-t) - exp(-t)^2`. -/
theorem three_level_estimate (A : Matrix (Fin 3) (Fin 3) ℝ)
    (h0 : A 0 0 = 0) (h1 : A 0 1 = 1) (h2 : A 0 2 = -1) (t : ℝ) :
    mixedEstimate (ladder 3) A (ground 3) (trial 3) t
      = Real.exp (-t) - Real.exp (-t) ^ 2 := by
  rw [mixedEstimate_ladder, Fin.sum_univ_three, h0, h1, h2]
  norm_num
  ring
```

The turning point $t=\ln2$ corresponds to $x=\tfrac12$.

```lean
lemma exp_neg_log_two : Real.exp (-Real.log 2) = 1 / 2 := by
  rw [Real.exp_neg, Real.exp_log (by norm_num)]
  norm_num
```

In the next theorem `est` abbreviates the estimate as a function of time. The six parts of the conclusion are the exact value 0, the estimate 0 at $t=0$, the value $\tfrac14$ at $t=\ln2$, the strict increase on $[0,\ln2]$, the strict decrease on $[\ln2,\infty)$, and the limit 0.

The two monotonicity proofs follow the factorisation $(x-y)(1-x-y)$. In each, `hlt` is $y<x$, and the next step shows $y\ge\tfrac12$ or $x\le\tfrac12$, respectively. The tactic `nlinarith` then receives the relevant positive product and completes the inequality.

```lean
/-- Early agreement is not convergence: for levels `0, 1, 2`, trial vector `(1, 1, 1)` and an
observable with first row `(0, 1, -1)`, the exact value is `0` and the mixed estimate equals it at
`t = 0`, rises strictly to `1/4` at `t = ln 2`, then falls strictly and tends to `0`. -/
theorem early_agreement_is_not_convergence (A : Matrix (Fin 3) (Fin 3) ℝ)
    (h0 : A 0 0 = 0) (h1 : A 0 1 = 1) (h2 : A 0 2 = -1) :
    let est := mixedEstimate (ladder 3) A (ground 3) (trial 3)
    ground 3 ⬝ᵥ A *ᵥ ground 3 = 0 ∧ est 0 = 0 ∧ est (Real.log 2) = 1 / 4 ∧
      StrictMonoOn est (Set.Icc 0 (Real.log 2)) ∧ StrictAntiOn est (Set.Ici (Real.log 2)) ∧
      Tendsto est atTop (𝓝 0) := by
  intro est
  have hest : ∀ t, est t = Real.exp (-t) - Real.exp (-t) ^ 2 :=
    three_level_estimate A h0 h1 h2
  have hex : ground 3 ⬝ᵥ A *ᵥ ground 3 = 0 := by rw [ground_expectation, h0]
  refine ⟨hex, ?_, ?_, ?_, ?_, ?_⟩
  · rw [hest]
    simp
  · rw [hest, exp_neg_log_two]
    norm_num
  · -- before `ln 2` both values of `exp(-t)` are at least `1/2`
    intro a _ b hb hab
    have hlt : Real.exp (-b) < Real.exp (-a) := Real.exp_lt_exp.mpr (by linarith)
    have hge : 1 / 2 ≤ Real.exp (-b) := by
      rw [← exp_neg_log_two]
      exact Real.exp_le_exp.mpr (by linarith [hb.2])
    rw [hest, hest]
    nlinarith [mul_pos (sub_pos.mpr hlt)
      (show 0 < Real.exp (-a) + Real.exp (-b) - 1 by linarith)]
  · -- after `ln 2` both are at most `1/2`
    intro a ha b _ hab
    have hlt : Real.exp (-b) < Real.exp (-a) := Real.exp_lt_exp.mpr (by linarith)
    have hle : Real.exp (-a) ≤ 1 / 2 := by
      rw [← exp_neg_log_two]
      exact Real.exp_le_exp.mpr (by linarith [Set.mem_Ici.mp ha])
    rw [hest, hest]
    nlinarith [mul_pos (sub_pos.mpr hlt)
      (show 0 < 1 - Real.exp (-a) - Real.exp (-b) by linarith)]
  · have h := mixedEstimate_tendsto A
    rw [hex] at h
    exact h
```

The bound on the error is stated separately, with the absolute value and for $t\ge0$. The step `herr` is the completed square. If the error equals $\tfrac14$, the square is zero, so $e^{-t}=e^{-\ln2}$, and injectivity of the exponential gives $t=\ln2$.

```lean
/-- For levels `0, 1, 2`, trial vector `(1, 1, 1)` and an observable with first row `(0, 1, -1)`,
the absolute error of the mixed estimate at times `t ≥ 0` is at most `1/4`, and it equals `1/4` only
at `t = ln 2`. -/
theorem maximal_error (A : Matrix (Fin 3) (Fin 3) ℝ)
    (h0 : A 0 0 = 0) (h1 : A 0 1 = 1) (h2 : A 0 2 = -1) {t : ℝ} (ht : 0 ≤ t) :
    let err := |mixedEstimate (ladder 3) A (ground 3) (trial 3) t - ground 3 ⬝ᵥ A *ᵥ ground 3|
    err ≤ 1 / 4 ∧ (err = 1 / 4 ↔ t = Real.log 2) := by
  intro err
  have hpos := Real.exp_pos (-t)
  have hle : Real.exp (-t) ≤ 1 := Real.exp_le_one_iff.mpr (by linarith)
  -- complete the square
  have herr : err = 1 / 4 - (Real.exp (-t) - 1 / 2) ^ 2 := by
    change |_ - _| = _
    rw [three_level_estimate A h0 h1 h2, ground_expectation, h0, sub_zero,
      abs_of_nonneg (by nlinarith)]
    ring
  rw [herr]
  refine ⟨by nlinarith [sq_nonneg (Real.exp (-t) - 1 / 2)], fun h => ?_, fun h => ?_⟩
  · have hsq : (Real.exp (-t) - 1 / 2) ^ 2 = 0 := by linarith
    have hx : Real.exp (-t) - 1 / 2 = 0 := pow_eq_zero_iff (two_ne_zero) |>.mp hsq
    have hx' : Real.exp (-t) = Real.exp (-Real.log 2) := by
      rw [exp_neg_log_two]
      linarith
    linarith [Real.exp_injective hx']
  · rw [h, exp_neg_log_two]
    norm_num
```

## The observable built from prescribed zeros

The last theorem says that for every finite set `S` of real times there is a symmetric matrix `A` whose estimate equals the exact value at time `t` if and only if `t ∈ S`. The observable depends on `S`, as does the number of levels. For empty `S` there are two levels, and the estimate is never exact at a finite time.

In the proof, `hdeg` shows that the coefficients of $p$ fit into the first row, and `hzero` that the exact value is 0. The matrix is then given entry by entry, and its symmetry is checked by cases on whether each index is 0. The step `hsum` identifies the estimate with the factored form of $p(e^{-t})$. A product is zero only if a factor is; the factor $e^{-t}$ is positive, so one of the differences $e^{-t}-e^{-s}$ must vanish, which gives $t=s$.

```lean
/-- For any finite set `S` of times, some real symmetric observable on `|S| + 2` equally spaced
levels has a mixed estimate, with trial vector `(1, ..., 1)`, that is exact at the times in `S` and
at no other time. -/
theorem exact_only_at_prescribed_times (S : Finset ℝ) :
    ∃ A : Matrix (Fin (S.card + 2)) (Fin (S.card + 2)) ℝ, A.IsSymm ∧
      ∀ t, mixedEstimate (ladder _) A (ground _) (trial _) t = ground _ ⬝ᵥ A *ᵥ ground _
        ↔ t ∈ S := by
  -- the error polynomial in `exp(-t)`, with the prescribed zeros
  obtain ⟨p, hp⟩ : ∃ p : Polynomial ℝ, p = Polynomial.X *
      ∏ s ∈ S, (Polynomial.X - Polynomial.C (Real.exp (-s))) := ⟨_, rfl⟩
  have hdeg : p.natDegree < S.card + 2 := by
    have h1 := Polynomial.natDegree_mul_le (p := (Polynomial.X : Polynomial ℝ))
      (q := ∏ s ∈ S, (Polynomial.X - Polynomial.C (Real.exp (-s))))
    have h2 := Polynomial.natDegree_prod_le S
      (fun s => Polynomial.X - Polynomial.C (Real.exp (-s)))
    simp only [Polynomial.natDegree_X_sub_C, Finset.sum_const, smul_eq_mul, mul_one] at h2
    rw [← hp, Polynomial.natDegree_X] at h1
    omega
  have hzero : p.coeff 0 = 0 := by simp [hp]
  -- its coefficients fill the first row and the first column
  refine ⟨Matrix.of fun i j => if i = 0 then p.coeff (j : ℕ) else
    if j = 0 then p.coeff (i : ℕ) else 0, ?_, fun t => ?_⟩
  · apply Matrix.IsSymm.ext
    intro i j
    by_cases hi : i = 0 <;> by_cases hj : j = 0 <;> simp [hi, hj]
  · have hsum : ∑ i : Fin (S.card + 2), p.coeff (i : ℕ) * Real.exp (-t) ^ (i : ℕ)
        = Real.exp (-t) * ∏ s ∈ S, (Real.exp (-t) - Real.exp (-s)) := by
      rw [← Finset.sum_range (fun i => p.coeff i * Real.exp (-t) ^ i),
        ← Polynomial.eval_eq_sum_range' hdeg, hp]
      simp [Polynomial.eval_prod]
    rw [mixedEstimate_ladder, ground_expectation]
    simp only [Matrix.of_apply, if_true, Fin.val_zero]
    rw [hsum, hzero, mul_eq_zero, Finset.prod_eq_zero_iff]
    constructor
    · rintro (h | ⟨s, hs, h⟩)
      · exact absurd h (Real.exp_pos _).ne'
      · have hts : t = s := neg_injective (Real.exp_injective (sub_eq_zero.mp h))
        rwa [hts]
    · exact fun h => Or.inr ⟨t, h, sub_self _⟩

end

end ForwardWalkingEarlyAgreement
```

```lean
#print axioms ForwardWalkingEarlyAgreement.early_agreement_is_not_convergence
#print axioms ForwardWalkingEarlyAgreement.maximal_error
#print axioms ForwardWalkingEarlyAgreement.exact_only_at_prescribed_times
```

```
'ForwardWalkingEarlyAgreement.early_agreement_is_not_convergence' depends on axioms: [propext, Classical.choice, Quot.sound]
'ForwardWalkingEarlyAgreement.maximal_error' depends on axioms: [propext, Classical.choice, Quot.sound]
'ForwardWalkingEarlyAgreement.exact_only_at_prescribed_times' depends on axioms: [propext, Classical.choice, Quot.sound]
```
